# On a finite ring, sin(2πqx/N) couples the plane wave k only to k ± q; on the real line, sin(qx)/q is within q²|x|³/6 of x for q ≠ 0

When I set up the linear response of a periodic system to a uniform field, as in a calculation of NMR shieldings, I replace the position $x$ in the perturbation by $\sin(qx)/q$ with a small $q$. I then keep only the matrix elements that take a plane wave $k$ to $k+q$ or $k-q$. The replacement is periodic, which $x$ is not, and for small $q$ it should look like $x$ near the origin.

I would like both steps made rigorous and machine-checked. Is the coupling by the sine itself, before the division by $q$, exactly $(\delta_{k',k+q}-\delta_{k',k-q})/(2i)$ on a finite ring, including the smallest rings? And how large is the error in replacing $x$?

## Two opposite phases give two shifts of k

Yes, the formula is exact on every ring of $N\ge 1$ sites. The one surprise is that the two deltas cancel when $2q$ is a multiple of $N$. The error in the replacement is at most $q^2|x|^3/6$.

Let the sites $x$ and the wave numbers $k$ be integers modulo $N$, and let
$$\varphi_k(x)=\frac{e^{2\pi i kx/N}}{\sqrt N}.$$
Adding $N$ to $k$ or to $x$ multiplies the exponential by $1$, so this is well defined.

The sum that does the work is $S_m=\sum_{x=0}^{N-1}e^{2\pi i mx/N}$. If $m=0$ modulo $N$, every term is $1$ and $S_m=N$. Otherwise $\omega=e^{2\pi i m/N}$ differs from $1$ but satisfies $\omega^N=1$, so the geometric series gives $S_m=(\omega^N-1)/(\omega-1)=0$.

Multiplication by a phase with wave number $p$ therefore shifts $k$ by $p$:
$$\langle k'|e^{2\pi i px/N}|k\rangle=\frac1N\sum_x e^{2\pi i(k+p-k')x/N}=\delta_{k',k+p}.$$
For $p=0$ this is the orthonormality of the plane waves. Now write
$$\sin\frac{2\pi qx}{N}=\frac{e^{2\pi i qx/N}-e^{-2\pi i qx/N}}{2i}$$
and apply the shift with $p=q$ and with $p=-q$:
$$\langle k'|\sin(2\pi qx/N)|k\rangle=\frac{\delta_{k',k+q}-\delta_{k',k-q}}{2i}.$$

If $k'$ is neither $k+q$ nor $k-q$, the element is zero. If $k'$ equals exactly one of them, the element is $\pm1/(2i)$, with modulus $1/2$. If it equals both, then $2q=0$ modulo $N$ and the element is zero again. The case $N=2$, $q=1$ shows why: the field is $\sin(\pi x)$, which vanishes on both sites. On a single site, $q=0$ is the only choice and there is no coupling at all.

## The cubic bound on the replacement of x

First take $t\ge0$. The derivative of $t-\sin t$ is $1-\cos t\ge0$, and the function vanishes at $0$, so $\sin t\le t$. Likewise $t+\sin t$ has derivative $1+\cos t\ge0$ and vanishes at $0$, so $\sin t\ge-t$. Since sine is odd, $|\sin u|\le|u|$ for all real $u$. Hence
$$\cos t=1-2\sin^2(t/2)\ge1-\frac{t^2}{2}.$$

Let $f(t)=\sin t-t+t^3/6$. Then $f'(t)=\cos t-1+t^2/2\ge0$ and $f(0)=0$, so $f(t)\ge0$ for $t\ge0$. Together with $\sin t\le t$ this gives
$$-\frac{t^3}{6}\le\sin t-t\le0 .$$
Oddness extends it to $|\sin t-t|\le|t|^3/6$ for every real $t$. For $q\ne0$, put $t=qx$ and divide by $|q|$:
$$\left|\frac{\sin(qx)}{q}-x\right|=\frac{|\sin(qx)-qx|}{|q|}\le\frac{|q|^3|x|^3}{6|q|}=\frac{q^2|x|^3}{6}.$$

For a state with amplitudes $\psi_i$ at finitely many positions $r_i$, where $|r_i|\le R$, both operators multiply each amplitude by a number. Squaring the bound at each position and summing gives
$$\sum_i\left|\left(\frac{\sin(qr_i)}{q}-r_i\right)\psi_i\right|^2\le\left(\frac{q^2R^3}{6}\right)^2\sum_i|\psi_i|^2 .$$
For a normalised state, the error vector has norm at most $q^2R^3/6$. At fixed $R$ this tends to zero with $q$, which is the sense in which the position operator is recovered.

## What the Lean definitions and theorems say

Sites and wave numbers have the type `ZMod N`, and `[NeZero N]` means $N\ge1$. `planeWave k x` is the normalised wave $\varphi_k(x)$, and `sineField q x` is the real field $\sin(2\pi qx/N)$. Both are computed from the representatives `k.val`, `q.val` and `x.val` between $0$ and $N-1$. `matrixElement V k' k` is $\sum_x\overline{\varphi_{k'}(x)}\,V(x)\,\varphi_k(x)$, with the final state as the first index and the conjugate on it.

- `sine_matrixElement` is the formula with the two deltas, for all `q`, `k'` and `k`.
- `sine_couples_iff` says that the element is nonzero exactly when `q + q ≠ 0` and `k'` is `k + q` or `k - q`. All these equations hold modulo $N$, so a shift past the largest wave number wraps around.
- `sine_position_error` is the pointwise bound for real `q` and `x`. Its hypothesis `hq : q ≠ 0` says that the field has a finite wavelength.
- `position_operator_error` is the bound on states. The finite type `ι` labels the positions, `r` gives their coordinates, and `hr` confines them to $|r_i|\le R$. Here too `q` must be nonzero. The vector `ψ` need not be normalised.

The letter $q$ has two meanings. On the ring it is an integer modulo $N$; in the bounds it is a real wave number. With unit spacing between sites, the integer $q$ corresponds to the real wave number $2\pi q/N$. The file contains no theorem that joins the two parts.

This matters for the size of the error. On a ring of $N\ge2$ sites the smallest positive wave number is $2\pi/N$, so with this choice the bound becomes small for a state confined to a fixed region while $N$ grows. It does not become small for a state spread over the whole ring.

For electronic-structure work, the result supplies the selection rule and the error estimate for a long-wavelength perturbation, for one particle in one dimension and with a scalar field. There is no Hamiltonian, current, response function or shielding in the model.

```lean
import Mathlib

open scoped Real ComplexConjugate

namespace PeriodicLinearResponse

noncomputable section

variable {N : ℕ} [NeZero N]

/-- The normalised plane wave `exp(2πi k x / N) / √N` on a ring of `N ≥ 1` sites. -/
def planeWave (k x : ZMod N) : ℂ :=
  Complex.exp (2 * π * Complex.I * ((k.val * x.val : ℕ) : ℂ) / N) / ((Real.sqrt N : ℝ) : ℂ)

/-- The periodic field `sin(2π q x / N)` on a ring of `N ≥ 1` sites. -/
def sineField (q x : ZMod N) : ℝ :=
  Real.sin (2 * π * ((q.val * x.val : ℕ) : ℝ) / N)

/-- The matrix element `⟨k'| V |k⟩` of multiplication by a real field `V` between plane waves. -/
def matrixElement (V : ZMod N → ℝ) (k' k : ZMod N) : ℂ :=
  ∑ x, conj (planeWave k' x) * ((V x : ℂ) * planeWave k x)

/-- The phase `exp(2πi k x / N)` is the standard additive character of the ring at `k x`. -/
theorem phase_eq_char (k x : ZMod N) :
    Complex.exp (2 * π * Complex.I * ((k.val * x.val : ℕ) : ℂ) / N)
      = ZMod.stdAddChar (k * x) := by
  have h := ZMod.stdAddChar_coe (N := N) ((k.val * x.val : ℕ) : ℤ)
  have e : (((k.val * x.val : ℕ) : ℤ) : ZMod N) = k * x := by
    rw [Int.cast_natCast, Nat.cast_mul, ZMod.natCast_zmod_val, ZMod.natCast_zmod_val]
  rw [e] at h
  rw [h, Int.cast_natCast]

/-- Multiplying a plane wave `k` by the phase `exp(2πi p x / N)` gives overlap one with the
plane wave `k + p` and zero with every other. -/
theorem planeWave_kick (k' k p : ZMod N) :
    ∑ x, conj (planeWave k' x) * (ZMod.stdAddChar (p * x) * planeWave k x)
      = if k' = k + p then (1 : ℂ) else 0 := by
  have hN : (N : ℂ) ≠ 0 := Nat.cast_ne_zero.mpr (NeZero.ne N)
  have hs : ((Real.sqrt N : ℝ) : ℂ) * ((Real.sqrt N : ℝ) : ℂ) = (N : ℂ) := by
    rw [← Complex.ofReal_mul, Real.mul_self_sqrt (Nat.cast_nonneg N), Complex.ofReal_natCast]
  have hconj : ∀ x : ZMod N, conj (ZMod.stdAddChar (k' * x) : ℂ)
      = ZMod.stdAddChar (-(k' * x)) := by
    intro x
    rw [AddChar.map_neg_eq_inv, ← phase_eq_char k' x, ← Complex.exp_conj, ← Complex.exp_neg]
    congr 1
    simp only [map_div₀, map_mul, Complex.conj_I, Complex.conj_ofReal, map_natCast, map_ofNat]
    ring
  -- the three phases combine into a single character
  have hterm : ∀ x : ZMod N,
      conj (planeWave k' x) * (ZMod.stdAddChar (p * x) * planeWave k x)
        = ZMod.stdAddChar (x * (k + p - k')) / (N : ℂ) := by
    intro x
    have hc : (ZMod.stdAddChar (x * (k + p - k')) : ℂ)
        = ZMod.stdAddChar (-(k' * x))
          * (ZMod.stdAddChar (p * x) * ZMod.stdAddChar (k * x)) := by
      rw [← AddChar.map_add_eq_mul, ← AddChar.map_add_eq_mul]
      congr 1
      ring
    rw [planeWave, planeWave, phase_eq_char, phase_eq_char, map_div₀, hconj,
      Complex.conj_ofReal, hc, ← hs]
    ring
  -- orthogonality of characters
  rw [Finset.sum_congr rfl (fun x _ => hterm x), ← Finset.sum_div,
    AddChar.sum_mulShift _ (ZMod.isPrimitive_stdAddChar N)]
  by_cases h : k' = k + p
  · have h0 : k + p - k' = 0 := by rw [h, sub_self]
    rw [if_pos h0, if_pos h, ZMod.card, div_self hN]
  · have h0 : k + p - k' ≠ 0 := fun e => h (sub_eq_zero.mp e).symm
    rw [if_neg h0, if_neg h]
    simp

/-- The plane waves on the ring are orthonormal. -/
theorem planeWave_orthonormal (k' k : ZMod N) :
    ∑ x, conj (planeWave k' x) * planeWave k x = if k' = k then (1 : ℂ) else 0 := by
  simpa using planeWave_kick k' k 0

/-- The sine field is the difference of two opposite phases divided by `2i`. -/
theorem sineField_eq (q x : ZMod N) :
    (sineField q x : ℂ)
      = (ZMod.stdAddChar (q * x) - ZMod.stdAddChar (-q * x)) / (2 * Complex.I) := by
  have key : ∀ z : ℂ, Complex.sin z
      = (Complex.exp (z * Complex.I) - Complex.exp (-(z * Complex.I))) / (2 * Complex.I) := by
    intro z
    rw [eq_div_iff (mul_ne_zero two_ne_zero Complex.I_ne_zero), Complex.sin, neg_mul]
    linear_combination
      (Complex.exp (-(z * Complex.I)) - Complex.exp (z * Complex.I)) * Complex.I_sq
  have a : 2 * π * Complex.I * ((q.val * x.val : ℕ) : ℂ) / N
      = ((2 * π * ((q.val * x.val : ℕ) : ℝ) / N : ℝ) : ℂ) * Complex.I := by
    push_cast
    ring
  rw [sineField, Complex.ofReal_sin, key, ← a, neg_mul, AddChar.map_neg_eq_inv,
    ← phase_eq_char q x, Complex.exp_neg]

/-- The matrix element of `sin(2π q x / N)` from `k` to `k'` is
`(δ(k', k + q) - δ(k', k - q)) / (2i)`. -/
theorem sine_matrixElement (q k' k : ZMod N) :
    matrixElement (sineField q) k' k
      = ((if k' = k + q then 1 else 0) - (if k' = k - q then 1 else 0)) / (2 * Complex.I) := by
  have hterm : ∀ x : ZMod N,
      conj (planeWave k' x) * ((sineField q x : ℂ) * planeWave k x)
        = (conj (planeWave k' x) * (ZMod.stdAddChar (q * x) * planeWave k x)
          - conj (planeWave k' x) * (ZMod.stdAddChar (-q * x) * planeWave k x))
          / (2 * Complex.I) := by
    intro x
    rw [sineField_eq]
    ring
  rw [matrixElement, Finset.sum_congr rfl (fun x _ => hterm x), ← Finset.sum_div,
    Finset.sum_sub_distrib, planeWave_kick, planeWave_kick, ← sub_eq_add_neg]

/-- Selection rule: the sine field couples `k` to `k'` exactly when `k' = k ± q` and
`2q` is not zero on the ring. -/
theorem sine_couples_iff (q k' k : ZMod N) :
    matrixElement (sineField q) k' k ≠ 0 ↔ q + q ≠ 0 ∧ (k' = k + q ∨ k' = k - q) := by
  have e : k + q = k - q ↔ q + q = 0 :=
    ⟨fun h => by linear_combination h, fun h => by linear_combination h⟩
  rw [sine_matrixElement]
  by_cases h1 : k' = k + q <;> by_cases h2 : k' = k - q
  · -- both deltas fire and cancel
    rw [if_pos h1, if_pos h2]
    exact ⟨fun h => (h (by simp)).elim, fun h => (h.1 (e.mp (h1.symm.trans h2))).elim⟩
  · rw [if_pos h1, if_neg h2]
    exact ⟨fun _ => ⟨fun h => h2 (h1.trans (e.mpr h)), Or.inl h1⟩, fun _ => by simp⟩
  · rw [if_neg h1, if_pos h2]
    exact ⟨fun _ => ⟨fun h => h1 (h2.trans (e.mpr h).symm), Or.inr h2⟩, fun _ => by simp⟩
  · rw [if_neg h1, if_neg h2]
    exact ⟨fun h => (h (by simp)).elim, fun h => (h.2.elim h1 h2).elim⟩

/-- The sine of a real `t` differs from `t` by at most one sixth of the cube of `|t|`. -/
theorem abs_sin_sub_self_le (t : ℝ) : |Real.sin t - t| ≤ |t| ^ 3 / 6 := by
  have hd : ∀ x : ℝ, HasDerivAt (fun y : ℝ => Real.sin y - y + y ^ 3 / 6)
      (Real.cos x - 1 + x ^ 2 / 2) x := by
    intro x
    refine (((Real.hasDerivAt_sin x).fun_sub (hasDerivAt_id' x)).fun_add
      ((hasDerivAt_pow 3 x).div_const 6)).congr_deriv ?_
    norm_num
    ring
  have hm : Monotone (fun y : ℝ => Real.sin y - y + y ^ 3 / 6) := by
    refine monotone_of_deriv_nonneg (fun x => (hd x).differentiableAt) (fun x => ?_)
    rw [(hd x).deriv]
    linarith [Real.one_sub_sq_div_two_le_cos (x := x)]
  have H : ∀ s : ℝ, 0 ≤ s → |Real.sin s - s| ≤ s ^ 3 / 6 := by
    intro s hs
    have h0 : Real.sin 0 - 0 + 0 ^ 3 / 6 ≤ Real.sin s - s + s ^ 3 / 6 := hm hs
    rw [Real.sin_zero] at h0
    rw [abs_le]
    constructor
    · linarith
    · linarith [Real.sin_le hs, pow_nonneg hs 3]
  rcases le_total 0 t with ht | ht
  · rw [abs_of_nonneg ht]
    exact H t ht
  · -- the sine is odd
    have h := H (-t) (neg_nonneg.mpr ht)
    have e : Real.sin (-t) - -t = -(Real.sin t - t) := by
      rw [Real.sin_neg]
      ring
    rw [e, abs_neg] at h
    rw [abs_of_nonpos ht]
    exact h

/-- For `q ≠ 0` the rescaled periodic field `sin(q x)/q` differs from the position `x`
by at most `q² |x|³ / 6`. -/
theorem sine_position_error {q : ℝ} (hq : q ≠ 0) (x : ℝ) :
    |Real.sin (q * x) / q - x| ≤ q ^ 2 * |x| ^ 3 / 6 := by
  have e : Real.sin (q * x) / q - x = (Real.sin (q * x) - q * x) / q := by
    rw [sub_div, mul_div_cancel_left₀ _ hq]
  rw [e, abs_div, div_le_iff₀ (abs_pos.mpr hq)]
  calc |Real.sin (q * x) - q * x| ≤ |q * x| ^ 3 / 6 := abs_sin_sub_self_le _
    _ = q ^ 2 * |x| ^ 3 / 6 * |q| := by
      rw [abs_mul, ← sq_abs q]
      ring

/-- On states over finitely many positions `r i` with `|r i| ≤ R`, the operator `sin(q r)/q`
differs from the position operator by at most `q² R³ / 6` in norm (stated squared). -/
theorem position_operator_error {ι : Type*} [Fintype ι] {q R : ℝ} (hq : q ≠ 0)
    (r : ι → ℝ) (hr : ∀ i, |r i| ≤ R) (ψ : ι → ℂ) :
    ∑ i, ‖((Real.sin (q * r i) / q - r i : ℝ) : ℂ) * ψ i‖ ^ 2
      ≤ (q ^ 2 * R ^ 3 / 6) ^ 2 * ∑ i, ‖ψ i‖ ^ 2 := by
  rw [Finset.mul_sum]
  refine Finset.sum_le_sum (fun i _ => ?_)
  have hc : |r i| ^ 3 ≤ R ^ 3 := pow_le_pow_left₀ (abs_nonneg _) (hr i) 3
  have b : |Real.sin (q * r i) / q - r i| ≤ q ^ 2 * R ^ 3 / 6 := by
    have h1 := sine_position_error hq (r i)
    have h2 := mul_le_mul_of_nonneg_left hc (sq_nonneg q)
    linarith
  rw [norm_mul, mul_pow, Complex.norm_real, Real.norm_eq_abs]
  exact mul_le_mul_of_nonneg_right (pow_le_pow_left₀ (abs_nonneg _) b 2) (sq_nonneg _)

end

end PeriodicLinearResponse
```

```lean
#print axioms PeriodicLinearResponse.planeWave_orthonormal
#print axioms PeriodicLinearResponse.sine_couples_iff
#print axioms PeriodicLinearResponse.position_operator_error
```

```
'PeriodicLinearResponse.planeWave_orthonormal' depends on axioms: [propext, Classical.choice, Quot.sound]
'PeriodicLinearResponse.sine_couples_iff' depends on axioms: [propext, Classical.choice, Quot.sound]
'PeriodicLinearResponse.position_operator_error' depends on axioms: [propext, Classical.choice, Quot.sound]
```

## How the proof follows the derivation

`phase_eq_char` identifies the explicit exponential with `ZMod.stdAddChar (k * x)`, Mathlib's standard additive character of the ring. This settles the independence from representatives, because the character depends only on the product modulo $N$.

`planeWave_kick` is the shift by $p$. Inside it, `hconj` turns the conjugate of a phase into the opposite phase, and `hterm` merges the three phases into one character at `x * (k + p - k')`, divided by $N$. `AddChar.sum_mulShift` then plays the part of the geometric series: the sum is the number of sites if `k + p - k'` is zero, and zero otherwise. `planeWave_orthonormal` is the case `p = 0`.

`sineField_eq` writes the sine as a difference of two phases. `sine_matrixElement` splits the sum accordingly and uses `planeWave_kick` twice, with `q` and with `-q`. In `sine_couples_iff`, the auxiliary statement `e` says that `k + q = k - q` holds exactly when `q + q = 0`. The proof then goes through the four combinations of the two deltas, and the first of these is the cancellation.

In `abs_sin_sub_self_le`, `hd` computes the derivative of $f$, and `hm` shows that $f$ is monotone by means of `Real.one_sub_sq_div_two_le_cos`. `H` combines this with `Real.sin_le` to settle nonnegative arguments, and the last case uses oddness. `sine_position_error` is the rescaling by $q$. `position_operator_error` applies it at each position, replaces $|r_i|^3$ by $R^3$, squares, and sums.

## A state outside the region, and a continuous circle

The confinement `hr` carries real content. Take $q=1$, $R=1$ and a normalised state at the single position $r=\pi$, which violates $|r|\le R$. The periodic field is $\sin\pi=0$ there, while the position is $\pi$. The error is $\pi$, but the claimed bound would be $1/6$.

The ring could also be replaced by a continuous circle, with integer wave numbers and an integral in place of the sum over sites. The formula with the two deltas keeps its shape, but wave numbers no longer wrap around. Then $2q=0$ only for $q=0$, so every nonzero $q$ couples $k$ to both $k+q$ and $k-q$. The discrete ring has the merit of matching a calculation on a finite grid, where the cancellation at $q=N/2$ for even $N$ does occur.
